# A compound with negative formation energy that lies 1/5 above the convex hull

## Is A₃B stable if it forms exothermically from A and B?

Mix equal amounts, counted in atoms, of pure A with energy 0 and a compound AB with energy −1 per atom. A quarter of the atoms in the mixture are B, and its energy is −1/2 per atom. I also have a compound A₃B with the same overall composition and an energy of −3/10 per atom. Pure A and pure B both sit at zero, so A₃B has formation energy −3/10, and I had put it down as stable. The mixture of A and AB seems to say otherwise. Which of the two comparisons counts? And since B and A₃B itself can also go into a mixture, how do I know that no other combination gets below −1/2?

## It is unstable against A and AB, and no mixture goes lower

The comparison with all mixtures counts. A negative formation energy says that A₃B is lower than the pure elements at the same composition. It says nothing about other compounds. Here the lowest energy at composition 1/4 is exactly −1/2, so A₃B lies \(-3/10+1/2=1/5\) above the hull.

### A line below the phases bounds every mixture

Let \(x\) be the fraction of B atoms, and number the phases A, A₃B, AB, B from 0 to 3. Their compositions and energies per atom are

\[
X=(0,\tfrac14,\tfrac12,1),\qquad E=(0,e,-1,0).
\]

The energy \(e\) of A₃B stays free for now; your case is \(e=-3/10\). The numbers are chosen for illustration and belong to no particular material. The two zeros fix the elements as the energy reference, and the −1 takes the size of AB's formation energy per atom as the unit of energy.

A mixture puts a fraction \(w_i\ge 0\) of the atoms into phase \(i\), with \(\sum_i w_i=1\) and \(\sum_i w_iX_i=x\). Its energy is \(U=\sum_i w_iE_i\).

Suppose a line with intercept \(a\) and slope \(b\) satisfies \(a+bX_i\le E_i\) for every phase. Multiply by \(w_i\ge0\) and sum:

\[
a+bx=\sum_i w_i(a+bX_i)\le\sum_i w_iE_i=U .
\]

One line therefore bounds all mixtures of composition \(x\) at once, however many phases take part.

At \(x=1/4\) there are two cases.

- **If \(e\ge-1/2\)**, take the line \(-2x\). At the four compositions it has the values \(0,-\tfrac12,-1,-2\), none of them above \(0,e,-1,0\). Hence \(U\ge-1/2\). Equal parts of A and AB reach this value.
- **If \(e\le-1/2\)**, take the line \(4ex\). Its values are \(0,e,2e,4e\), and \(2e\le-1\) and \(4e\le0\), so it too lies below the phases. Hence \(U\ge e\). Unmixed A₃B reaches this value.

The minimum is \(\min(e,-1/2)\), and A₃B lies \(e-\min(e,-1/2)\) above the hull. This distance vanishes exactly when \(e\le-1/2\). The formation energy of A₃B is \(e-(\tfrac34\cdot0+\tfrac14\cdot0)=e\), which is negative as soon as \(e<0\). Your compound falls between the two thresholds.

### One mixture in numbers, and why the best one is unique

Take \(e=-3/10\) and \(w=(0.4,\,0.4,\,0.1,\,0.1)\). The composition is \(0.1+0.05+0.1=0.25\), and the energy is \(-0.12-0.1=-0.22\). The heights of the phases above the line \(-2x\) are \(0,\tfrac15,0,2\), so the mixture lies \(0.4\cdot\tfrac15+0.1\cdot2=0.28\) above the line, and indeed \(-0.5+0.28=-0.22\).

For any mixture of composition 1/4 the same bookkeeping reads

\[
U+\tfrac12=\tfrac15w_1+2w_3 .
\]

If \(U=-1/2\), both nonnegative terms on the right must vanish, so \(w_1=w_3=0\). The composition then gives \(w_2/2=1/4\), hence \(w_2=1/2\) and \(w_0=1/2\). Equal parts of A and AB are the only mixture that reaches the minimum.

### The hull at every composition

Let \(e\ge-1/2\) and \(0\le x\le1\). The line \(2x-2\) has the values \(-2,-\tfrac32,-1,0\) at the four compositions and also lies below all phases. Together with \(-2x\) it gives \(U\ge\max(-2x,\,2x-2)\).

For \(x\le1/2\) the larger value is \(-2x\), reached by \(w=(1-2x,0,2x,0)\). For \(x\ge1/2\) it is \(2x-2\), reached by \(w=(0,0,2-2x,2x-1)\). The hull is a V with its tip at AB.

### What the Lean statements say

`comp` holds the compositions \(X\), and `energy e` holds the energies \(E\). The indices in `Fin 4` are the ones used above, so A₃B is phase `1`. `IsMixture X x w` collects the three conditions on the fractions, and `mixtureEnergies X E x` is the set of all energies \(U\) at composition \(x\). `hullEnergy` is the infimum of that set, that is, the lower hull. `energyAboveHull` subtracts it from the phase's energy. The phase itself is among the allowed ingredients, so a stable phase gets zero and not a negative number.

The theorem `negative_formation_energy_above_hull` makes three statements for \(e=-3/10\):

- the formation energy of phase `1`, measured against the pure phases `0` and `3`, is negative;
- −1/2 is the least element of the set of mixture energies at composition 1/4;
- the energy above the hull is exactly 1/5.

Alongside it, `on_hull_iff` gives the threshold \(e\le-1/2\), `decomposition_unique` gives the unique best mixture, and `isLeast_hull` gives the V-shaped hull.

Two idealisations are built into the definitions. The energy of a mixture is the weighted sum of the phase energies, without interface or strain terms, and each phase has one fixed composition and energy, as for ordered compounds at zero temperature and pressure. Kinetics plays no part, so a phase above the hull may still persist as a metastable one.

The step from the model to a real A–B system is the assumption that these four phases are all the competitors. A further phase would enlarge the set of mixtures and could only lower the hull, so this A₃B phase would stay unstable, by at least 1/5. Another crystal structure of the same composition counts as a separate phase and could itself be stable.

In electronic-structure work the same comparison applies to computed total energies per atom, for a finite list of phases and within these idealisations: a positive formation energy rules out stability, but a negative one does not establish it when other compounds compete.

```lean
import Mathlib

open Finset

namespace ConvexHullCounterexample

noncomputable section

/-- Phase fractions `w` form a mixture of overall composition `x` from phases with
compositions `X`: they are nonnegative, sum to one and conserve composition. -/
structure IsMixture {ι : Type*} [Fintype ι] (X : ι → ℝ) (x : ℝ) (w : ι → ℝ) : Prop where
  nonneg : ∀ i, 0 ≤ w i
  sum_one : ∑ i, w i = 1
  balance : ∑ i, w i * X i = x

/-- The energies of all mixtures of overall composition `x`. -/
def mixtureEnergies {ι : Type*} [Fintype ι] (X E : ι → ℝ) (x : ℝ) : Set ℝ :=
  {u | ∃ w, IsMixture X x w ∧ u = ∑ i, w i * E i}

/-- The hull energy at a composition `x` that some mixture attains: the infimum of the
mixture energies. -/
def hullEnergy {ι : Type*} [Fintype ι] (X E : ι → ℝ) (x : ℝ) : ℝ :=
  sInf (mixtureEnergies X E x)

/-- The energy of phase `i` above the hull at its own composition. -/
def energyAboveHull {ι : Type*} [Fintype ι] (X E : ι → ℝ) (i : ι) : ℝ :=
  E i - hullEnergy X E (X i)

/-- The formation energy of phase `i` from the pure phases `a` (composition 0) and
`b` (composition 1). -/
def formationEnergy {ι : Type*} (X E : ι → ℝ) (a b i : ι) : ℝ :=
  E i - ((1 - X i) * E a + X i * E b)

/-- The compositions of the four phases. -/
def comp : Fin 4 → ℝ := ![0, 1/4, 1/2, 1]

/-- The energies of the four phases, with the energy `e` of the phase at 1/4 left free. -/
def energy (e : ℝ) : Fin 4 → ℝ := ![0, e, -1, 0]

/-- A straight line that lies below every phase also lies below every mixture. -/
theorem line_le_mixture {ι : Type*} [Fintype ι] {X E w : ι → ℝ} {x a b : ℝ}
    (hw : IsMixture X x w) (hline : ∀ i, a + b * X i ≤ E i) :
    a + b * x ≤ ∑ i, w i * E i := by
  have hsum : ∑ i, w i * (a + b * X i) = a * ∑ i, w i + b * ∑ i, w i * X i := by
    rw [Finset.mul_sum, Finset.mul_sum, ← Finset.sum_add_distrib]
    exact Finset.sum_congr rfl (fun i _ => by ring)
  rw [hw.sum_one, hw.balance, mul_one] at hsum
  rw [← hsum]
  exact Finset.sum_le_sum (fun i _ => mul_le_mul_of_nonneg_left (hline i) (hw.nonneg i))

/-- Nonnegative fractions `a, b, c, d` of the four phases that sum to one and have overall
composition `x` give a mixture of energy `b e - c`. -/
theorem mem_mixtureEnergies {e x u a b c d : ℝ} (ha : 0 ≤ a) (hb : 0 ≤ b) (hc : 0 ≤ c)
    (hd : 0 ≤ d) (h1 : a + b + c + d = 1) (hx : b / 4 + c / 2 + d = x)
    (hu : u = b * e - c) : u ∈ mixtureEnergies comp (energy e) x := by
  refine ⟨![a, b, c, d], ⟨?_, ?_, ?_⟩, ?_⟩
  · intro i
    fin_cases i
    exacts [ha, hb, hc, hd]
  · rw [Fin.sum_univ_four]
    exact h1
  · rw [Fin.sum_univ_four]
    change a * 0 + b * (1/4) + c * (1/2) + d * 1 = x
    linarith
  · rw [Fin.sum_univ_four]
    change u = a * 0 + b * e + c * (-1) + d * 0
    linarith

/-- A line `a + b x` lies below the four phases if it does so at each of the compositions
0, 1/4, 1/2 and 1. -/
theorem line_le_phases {e a b : ℝ} (h0 : a ≤ 0) (h1 : a + b / 4 ≤ e)
    (h2 : a + b / 2 ≤ -1) (h3 : a + b ≤ 0) : ∀ i, a + b * comp i ≤ energy e i := by
  intro i
  fin_cases i
  · change a + b * 0 ≤ 0
    linarith
  · change a + b * (1/4) ≤ e
    linarith
  · change a + b * (1/2) ≤ -1
    linarith
  · change a + b * 1 ≤ 0
    linarith

/-- At composition 1/4 the lowest mixture energy is the smaller of `e` and -1/2. -/
theorem isLeast_quarter (e : ℝ) :
    IsLeast (mixtureEnergies comp (energy e) (1/4)) (min e (-1/2)) := by
  rcases le_total e (-1/2) with h | h
  · rw [min_eq_left h]
    constructor
    · -- the phase itself, unmixed
      exact mem_mixtureEnergies (a := 0) (b := 1) (c := 0) (d := 0) (by norm_num)
        (by norm_num) (by norm_num) (by norm_num) (by norm_num) (by norm_num) (by ring)
    · rintro u ⟨w, hw, rfl⟩
      have := line_le_mixture hw (line_le_phases (e := e) (a := 0) (b := 4 * e)
        (by linarith) (by linarith) (by linarith) (by linarith))
      linarith
  · rw [min_eq_right h]
    constructor
    · -- equal parts of the phases at 0 and 1/2
      exact mem_mixtureEnergies (a := 1/2) (b := 0) (c := 1/2) (d := 0) (by norm_num)
        (by norm_num) (by norm_num) (by norm_num) (by norm_num) (by norm_num) (by ring)
    · rintro u ⟨w, hw, rfl⟩
      have := line_le_mixture hw (line_le_phases (e := e) (a := 0) (b := -2)
        (by linarith) (by linarith) (by linarith) (by linarith))
      linarith

/-- The phase at 1/4 lies above the hull by `e` minus the smaller of `e` and -1/2. -/
theorem energyAboveHull_quarter (e : ℝ) :
    energyAboveHull comp (energy e) 1 = e - min e (-1/2) := by
  have h : hullEnergy comp (energy e) (1/4) = min e (-1/2) := (isLeast_quarter e).csInf_eq
  change e - hullEnergy comp (energy e) (1/4) = _
  rw [h]

/-- The phase at 1/4 is on the hull exactly when its energy is at most -1/2. -/
theorem on_hull_iff (e : ℝ) : energyAboveHull comp (energy e) 1 = 0 ↔ e ≤ -1/2 := by
  rw [energyAboveHull_quarter]
  constructor
  · intro h
    have := min_le_right e (-1/2)
    linarith
  · intro h
    rw [min_eq_left h, sub_self]

/-- With energy -3/10, the phase at 1/4 has negative formation energy, the minimum over all
mixtures at its composition is -1/2, and the phase lies exactly 1/5 above the hull. -/
theorem negative_formation_energy_above_hull :
    formationEnergy comp (energy (-3/10)) 0 3 1 < 0 ∧
    IsLeast (mixtureEnergies comp (energy (-3/10)) (1/4)) (-1/2) ∧
    energyAboveHull comp (energy (-3/10)) 1 = 1/5 := by
  have hmin : min (-3/10 : ℝ) (-1/2) = -1/2 := min_eq_right (by norm_num)
  refine ⟨?_, ?_, ?_⟩
  · change (-3/10 : ℝ) - ((1 - 1/4) * 0 + 1/4 * 0) < 0
    norm_num
  · have h := isLeast_quarter (-3/10)
    rwa [hmin] at h
  · rw [energyAboveHull_quarter, hmin]
    norm_num

/-- With energy -3/10 for the phase at 1/4, a mixture of composition 1/4 and energy -1/2
consists of equal parts of the phases at 0 and 1/2. -/
theorem decomposition_unique {w : Fin 4 → ℝ} (hw : IsMixture comp (1/4) w)
    (hE : ∑ i, w i * energy (-3/10) i = -1/2) : w = ![1/2, 0, 1/2, 0] := by
  have hs := hw.sum_one
  have hb := hw.balance
  rw [Fin.sum_univ_four] at hs hb hE
  change w 0 * 0 + w 1 * (1/4) + w 2 * (1/2) + w 3 * 1 = 1/4 at hb
  change w 0 * 0 + w 1 * (-3/10) + w 2 * (-1) + w 3 * 0 = -1/2 at hE
  have p1 := hw.nonneg 1
  have p3 := hw.nonneg 3
  -- the phases strictly above the line of slope -2 cannot take part
  have z1 : w 1 = 0 := by linarith
  have z3 : w 3 = 0 := by linarith
  funext i
  fin_cases i
  · change w 0 = 1/2
    linarith
  · exact z1
  · change w 2 = 1/2
    linarith
  · exact z3

/-- If the phase at 1/4 has energy at least -1/2, the lowest mixture energy at each
composition `x` between 0 and 1 is the larger of `-2x` and `2x - 2`. -/
theorem isLeast_hull {e x : ℝ} (he : -1/2 ≤ e) (h0 : 0 ≤ x) (h1 : x ≤ 1) :
    IsLeast (mixtureEnergies comp (energy e) x) (max (-2 * x) (2 * x - 2)) := by
  constructor
  · rcases le_total x (1/2) with h | h
    · rw [max_eq_left (by linarith)]
      exact mem_mixtureEnergies (a := 1 - 2 * x) (b := 0) (c := 2 * x) (d := 0)
        (by linarith) le_rfl (by linarith) le_rfl (by ring) (by ring) (by ring)
    · rw [max_eq_right (by linarith)]
      exact mem_mixtureEnergies (a := 0) (b := 0) (c := 2 - 2 * x) (d := 2 * x - 1)
        le_rfl le_rfl (by linarith) (by linarith) (by ring) (by ring) (by ring)
  · rintro u ⟨w, hw, rfl⟩
    have hl := line_le_mixture hw (line_le_phases (e := e) (a := 0) (b := -2)
      (by linarith) (by linarith) (by linarith) (by linarith))
    have hr := line_le_mixture hw (line_le_phases (e := e) (a := -2) (b := 2)
      (by linarith) (by linarith) (by linarith) (by linarith))
    exact max_le (by linarith) (by linarith)

end

end ConvexHullCounterexample
```

```lean
#print axioms ConvexHullCounterexample.on_hull_iff
#print axioms ConvexHullCounterexample.negative_formation_energy_above_hull
#print axioms ConvexHullCounterexample.decomposition_unique
#print axioms ConvexHullCounterexample.isLeast_hull
```

```
'ConvexHullCounterexample.on_hull_iff' depends on axioms: [propext, Classical.choice, Quot.sound]
'ConvexHullCounterexample.negative_formation_energy_above_hull' depends on axioms: [propext, Classical.choice, Quot.sound]
'ConvexHullCounterexample.decomposition_unique' depends on axioms: [propext, Classical.choice, Quot.sound]
'ConvexHullCounterexample.isLeast_hull' depends on axioms: [propext, Classical.choice, Quot.sound]
```

### From the bounding line to the Lean proof

`line_le_mixture` is the bound by a line, for any finite set of phases. Its `hsum` splits \(\sum_i w_i(a+bX_i)\) into two sums, the mixture conditions turn these into \(a+bx\), and `Finset.sum_le_sum` compares term by term, using \(w_i\ge0\).

Two lemmas specialise this to the four phases. `mem_mixtureEnergies` takes four explicit fractions and shows that their energy is attainable. There the letters `a, b, c, d` are the fractions of phases 0 to 3, whereas in the lemmas about lines `a` and `b` are intercept and slope. `line_le_phases` reduces "the line lies below every phase" to four inequalities; `fin_cases i` goes through the phases, and `linarith` settles each one.

`isLeast_quarter` follows the two cases above, which `rcases le_total e (-1/2)` separates. In each case the first half supplies the mixture that reaches the minimum, and the second half supplies the line of slope `4 * e` or `-2`. `energyAboveHull_quarter` turns the minimum into a distance, and the main theorem inserts \(e=-3/10\).

In `decomposition_unique`, `linarith` finds the combination of the energy and composition equations that leaves \(\tfrac15w_1+2w_3=0\), and concludes that both fractions vanish. `isLeast_hull` uses the two explicit mixtures for attainment and both lines for the lower bound, joined by `max_le`.

### `IsLeast`, and the way from a minimum to an infimum

The hull energy is defined with `sInf`, which is awkward to compute with directly. For a set of real numbers that is empty or unbounded below, Mathlib sets `sInf` to 0, so at a composition outside \([0,1]\), which no mixture of these phases reaches, `hullEnergy` would return a meaningless 0.

`IsLeast s m` avoids the difficulty. It is a pair of statements: `m` belongs to the set `s`, and `m` is a lower bound of `s`. This is why `constructor` splits such a goal into an explicit mixture and a bounding line, the same two halves as in the derivation. Membership shows that the set is not empty, and the bound shows that it is bounded below. The Mathlib lemma `IsLeast.csInf_eq` then gives `sInf s = m`. In `energyAboveHull_quarter` it appears as `(isLeast_quarter e).csInf_eq`, and that short term identifies the hull energy at composition 1/4 with an energy that a mixture actually has.
